# With increasing order, the multipole error of a point charge at distance d tends to zero at an axial distance R > d and eventually grows at R < d

I nearly accepted a divergent multipole expansion because its first few orders kept improving. A unit charge sits on an axis at distance $d=1.2$ from the expansion centre, and I want its potential at $R=1$ on the same side. With the Coulomb constant set to 1, the exact value is 5. From monopole to octupole the absolute error falls: 4, 2.8, 1.36, 0.37. The next order raises it to 2.44. I expected higher multipoles to hurt from the start when the charge lies beyond the field point. When do they help, and can the series still recover?

## Early improvement can precede divergence

It can't recover. For $d>R>0$ the error eventually grows at every order and exceeds any bound, but it may shrink first, because the partial sums pass the true potential on their way up.

Write $x=d/R$ and $S_L=\sum_{l=0}^{L} d^l/R^{l+1}$. The monopole leaves

$$\frac1{R-d}-\frac1R=\frac{x}{R-d}.$$

Suppose order $L$ leaves $x^{L+1}/(R-d)$. The next term is $x^{L+1}/R$, and subtracting it gives

$$x^{L+1}\left(\frac1{R-d}-\frac1R\right)=\frac{x^{L+2}}{R-d}.$$

By induction, $1/(R-d)-S_L=x^{L+1}/(R-d)$ for every $L$.

**Separated, $0<d<R$.** The Coulomb potential is $1/(R-d)$, so the error is $x^{L+1}/(R-d)$. Each order multiplies it by $x<1$, and it falls strictly to zero.

**Penetrating, $d>R>0$.** The Coulomb potential is now $1/(d-R)$, while $1/(R-d)$ is negative. The remainder formula gives $S_L=(x^{L+1}-1)/(d-R)$, hence

$$\left|\frac1{d-R}-S_L\right|=\frac{|x^{L+1}-2|}{d-R}.$$

To compare successive errors, set $p=x^{L+1}$ and subtract squares:

$$(px-2)^2-(p-2)^2=p(x-1)(p+px-4).$$

The first two factors are positive, so order $L+1$ is worse than order $L$ exactly when $x^{L+1}+x^{L+2}>4$. Since $x>1$, this holds for all large $L$. It holds from $L=0$ onwards exactly when $x+x^2>4$, that is, for $x$ above about 1.56. Your $x=1.2$ is below that.

## What the theorems say about the potential

`coulombPotential d R` is $1/|R-d|$, for unit charge and unit Coulomb constant. `multipoleSum d R L` is $S_L$; its `Finset.range (L + 1)` runs over $l=0,\dots,L$. `truncationError d R L` is the absolute difference of the two. Distances are real numbers, orders are natural numbers, and the theorems' hypotheses keep $R$ nonzero and $d\neq R$.

`StrictAnti` and `StrictMono` mean strictly decreasing and strictly increasing in $L$; `∀ᶠ L in atTop` means for all sufficiently large $L$. `continued_error_grows` measures the deviation from $1/(R-d)$, which does grow from the start for $d>R$, but that expression is not the physical potential there.

"Penetrating" here means only that a point charge lies farther out than the field point, whereas the usual term refers to overlapping charge clouds. Going from this model to a molecule requires integrating over an extended density and treating off-axis points, where contributions of different sign may cancel. What the result does show, already for a single collinear point charge, is that improvement over a few orders does not establish convergence.

In Lean 4 with Mathlib:

```lean
import Mathlib

open Filter Topology

namespace AxialMultipoleTruncation

noncomputable section

/-- Coulomb potential, at axial distance `R` from the expansion centre, of a unit charge
displaced by `d` along the same axis; the domain is `d ≠ R`. -/
def coulombPotential (d R : ℝ) : ℝ := 1 / |R - d|

/-- Axial multipole expansion of a unit charge displaced by `d`, truncated after order `L`; the
domain is `R > 0`. -/
def multipoleSum (d R : ℝ) (L : ℕ) : ℝ :=
  ∑ l ∈ Finset.range (L + 1), d ^ l / R ^ (l + 1)

/-- Absolute error of the truncated multipole expansion against the Coulomb potential; the domain is
`R > 0` and `d ≠ R`. -/
def truncationError (d R : ℝ) (L : ℕ) : ℝ :=
  |coulombPotential d R - multipoleSum d R L|

/-- For `R ≠ 0` and `d ≠ R`, the part of `1/(R-d)` missing from the multipole sum of order `L`
is `(d/R)^(L+1)/(R-d)`. -/
theorem multipole_remainder {d R : ℝ} (hR : R ≠ 0) (hd : d ≠ R) (L : ℕ) :
    1 / (R - d) - multipoleSum d R L = (d / R) ^ (L + 1) / (R - d) := by
  have h : R - d ≠ 0 := sub_ne_zero.mpr hd.symm
  -- the monopole alone leaves the remainder (d/R)/(R-d)
  have base : 1 / (R - d) - 1 / R = d / R / (R - d) := by
    rw [div_sub_div _ _ h hR, div_div, mul_comm R (R - d)]
    congr 1
    ring
  induction L with
  | zero => simpa [multipoleSum] using base
  | succ n ih =>
    have hs : multipoleSum d R (n + 1)
        = multipoleSum d R n + d ^ (n + 1) / R ^ (n + 1 + 1) :=
      Finset.sum_range_succ _ _
    rw [hs]
    linear_combination ih + (d / R) ^ (n + 1) * base

/-- For `d ≥ 0`, `R > 0` and `d ≠ R`, the multipole sum of order `L` deviates from `1/(R-d)`
by `(d/R)^(L+1)/|R-d|` in absolute value. -/
theorem abs_multipole_remainder {d R : ℝ} (hd : 0 ≤ d) (hR : 0 < R) (h : d ≠ R) (L : ℕ) :
    |1 / (R - d) - multipoleSum d R L| = (d / R) ^ (L + 1) / |R - d| := by
  have hx : 0 ≤ (d / R) ^ (L + 1) := by positivity
  rw [multipole_remainder hR.ne' h, abs_div, abs_of_nonneg hx]

/-- For `d > R > 0`, the deviation of the multipole sum from `1/(R-d)` grows strictly with the
order and without bound. -/
theorem continued_error_grows {d R : ℝ} (hR : 0 < R) (h : R < d) :
    StrictMono (fun L => |1 / (R - d) - multipoleSum d R L|) ∧
      Tendsto (fun L => |1 / (R - d) - multipoleSum d R L|) atTop atTop := by
  have e : (fun L => |1 / (R - d) - multipoleSum d R L|)
      = fun L => (d / R) ^ (L + 1) / |R - d| :=
    funext fun L => abs_multipole_remainder (hR.trans h).le hR h.ne' L
  have hs : 0 < |R - d| := abs_pos.2 (sub_ne_zero.mpr h.ne)
  have hx : 1 < d / R := (one_lt_div hR).2 h
  rw [e]
  constructor
  · refine strictMono_nat_of_lt_succ fun L => ?_
    have hp : 0 < (d / R) ^ (L + 1) := pow_pos (by linarith) _
    have hlt : (d / R) ^ (L + 1) < (d / R) ^ (L + 1 + 1) := by
      rw [pow_succ (d / R) (L + 1)]
      nlinarith
    exact div_lt_div_of_pos_right hlt hs
  · exact ((tendsto_pow_atTop_atTop_of_one_lt hx).comp
      (tendsto_add_atTop_nat 1)).atTop_div_const hs

/-- Separated charges, `0 < d < R`: the error against the Coulomb potential decreases strictly
with the multipole order and tends to zero. -/
theorem separated_error_vanishes {d R : ℝ} (hd : 0 < d) (h : d < R) :
    StrictAnti (truncationError d R) ∧ Tendsto (truncationError d R) atTop (𝓝 0) := by
  have hR : 0 < R := hd.trans h
  have hs : 0 < R - d := sub_pos.2 h
  have e : truncationError d R = fun L => (d / R) ^ (L + 1) / (R - d) := by
    funext L
    unfold truncationError coulombPotential
    rw [abs_of_pos hs, abs_multipole_remainder hd.le hR h.ne, abs_of_pos hs]
  have hx0 : 0 < d / R := div_pos hd hR
  have hx1 : d / R < 1 := (div_lt_one hR).2 h
  rw [e]
  constructor
  · refine strictAnti_nat_of_succ_lt fun L => ?_
    have hp : 0 < (d / R) ^ (L + 1) := pow_pos hx0 _
    have hlt : (d / R) ^ (L + 1 + 1) < (d / R) ^ (L + 1) := by
      rw [pow_succ (d / R) (L + 1)]
      nlinarith
    exact div_lt_div_of_pos_right hlt hs
  · have t := ((tendsto_pow_atTop_nhds_zero_of_lt_one hx0.le hx1).comp
      (tendsto_add_atTop_nat 1)).div_const (R - d)
    rw [zero_div] at t
    exact t

/-- Penetrating charges, `d > R > 0`: the error against the Coulomb potential is
`|(d/R)^(L+1) - 2|/(d-R)`. -/
theorem penetrating_error {d R : ℝ} (hR : 0 < R) (h : R < d) (L : ℕ) :
    truncationError d R L = |(d / R) ^ (L + 1) - 2| / (d - R) := by
  have hs : 0 < d - R := sub_pos.2 h
  have ha : |R - d| = d - R := by
    rw [abs_sub_comm]
    exact abs_of_pos hs
  -- the multipole series continues to the Coulomb potential with the wrong sign
  have hn : 1 / (R - d) = -(1 / (d - R)) := by
    rw [← neg_sub d R, one_div, one_div, inv_neg]
  have r := multipole_remainder hR.ne' h.ne' L
  have key : 1 / (d - R) - multipoleSum d R L
      = -(((d / R) ^ (L + 1) - 2) / (d - R)) := by
    linear_combination r + ((d / R) ^ (L + 1) - 1) * hn
  unfold truncationError coulombPotential
  rw [ha, key, abs_neg, abs_div, abs_of_pos hs]

/-- For `d > R > 0`, raising the multipole order from `L` to `L+1` worsens the potential
exactly when `(d/R)^(L+1) + (d/R)^(L+2) > 4`. -/
theorem next_multipole_worsens_iff {d R : ℝ} (hR : 0 < R) (h : R < d) (L : ℕ) :
    truncationError d R L < truncationError d R (L + 1) ↔
      4 < (d / R) ^ (L + 1) + (d / R) ^ (L + 2) := by
  have hs : 0 < d - R := sub_pos.2 h
  have hx : 1 < d / R := (one_lt_div hR).2 h
  have hp : 0 < (d / R) ^ (L + 1) := pow_pos (by linarith) _
  change _ ↔ 4 < (d / R) ^ (L + 1) + (d / R) ^ (L + 1 + 1)
  rw [penetrating_error hR h L, penetrating_error hR h (L + 1),
    div_lt_div_iff_of_pos_right hs, ← sq_lt_sq, pow_succ (d / R) (L + 1)]
  generalize (d / R) ^ (L + 1) = p at *
  generalize d / R = x at *
  -- the difference of the squared errors factorises
  have hid : (p * x - 2) ^ 2 - (p - 2) ^ 2 = (p * (x - 1)) * (p + p * x - 4) := by ring
  have hq : 0 < p * (x - 1) := mul_pos hp (by linarith)
  constructor
  · intro hlt
    have hpos : 0 < (p * (x - 1)) * (p + p * x - 4) := by
      rw [← hid]
      linarith
    have := (mul_pos_iff_of_pos_left hq).1 hpos
    linarith
  · intro hlt
    have hpos := mul_pos hq (show 0 < p + p * x - 4 by linarith)
    rw [← hid] at hpos
    linarith

/-- Penetrating charges, `d > R > 0`: from some order on every further multipole worsens the
potential, and the error grows without bound. -/
theorem penetrating_error_diverges {d R : ℝ} (hR : 0 < R) (h : R < d) :
    (∀ᶠ L in atTop, truncationError d R L < truncationError d R (L + 1)) ∧
      Tendsto (truncationError d R) atTop atTop := by
  have hx : 1 < d / R := (one_lt_div hR).2 h
  have t : Tendsto (fun L : ℕ => (d / R) ^ (L + 1)) atTop atTop :=
    (tendsto_pow_atTop_atTop_of_one_lt hx).comp (tendsto_add_atTop_nat 1)
  constructor
  · filter_upwards [t.eventually_gt_atTop 4] with L hL
    have hp : 0 < (d / R) ^ (L + 2) := pow_pos (by linarith) _
    exact (next_multipole_worsens_iff hR h L).2 (by linarith)
  · have t2 : Tendsto (fun L : ℕ => (d / R) ^ (L + 1) - 2) atTop atTop := by
      simpa only [sub_eq_add_neg] using tendsto_atTop_add_const_right _ (-2 : ℝ) t
    rw [show truncationError d R = fun L => |(d / R) ^ (L + 1) - 2| / (d - R) from
      funext (penetrating_error hR h)]
    exact (tendsto_abs_atTop_atTop.comp t2).atTop_div_const (sub_pos.2 h)

/-- For `d > R > 0`, the error grows strictly from the monopole onwards exactly when
`d/R + (d/R)^2 > 4`. -/
theorem penetrating_strictMono_iff {d R : ℝ} (hR : 0 < R) (h : R < d) :
    StrictMono (truncationError d R) ↔ 4 < d / R + (d / R) ^ 2 := by
  have hd : 0 < d := hR.trans h
  have hx : 1 < d / R := (one_lt_div hR).2 h
  constructor
  · intro hm
    have h0 := (next_multipole_worsens_iff hR h 0).1 (hm (Nat.lt_succ_self 0))
    simpa only [zero_add, pow_one] using h0
  · intro h4
    refine strictMono_nat_of_lt_succ fun L => (next_multipole_worsens_iff hR h L).2 ?_
    have h1 : 1 ≤ (d / R) ^ L := one_le_pow₀ hx.le
    calc 4 < d / R + (d / R) ^ 2 := h4
      _ ≤ (d / R) ^ L * (d / R + (d / R) ^ 2) :=
        le_mul_of_one_le_left (by positivity) h1
      _ = (d / R) ^ (L + 1) + (d / R) ^ (L + 2) := by ring

/-- At `d = 6/5` and `R = 1`, adding the dipole to the monopole reduces the error. -/
theorem dipole_helps_shallow_penetration :
    truncationError (6 / 5) 1 1 < truncationError (6 / 5) 1 0 := by
  have h : (1 : ℝ) < 6 / 5 := by norm_num
  rw [penetrating_error one_pos h 1, penetrating_error one_pos h 0,
    div_lt_div_iff_of_pos_right (sub_pos.2 h), ← sq_lt_sq]
  norm_num

end

end AxialMultipoleTruncation
```

```lean
#print axioms AxialMultipoleTruncation.separated_error_vanishes
#print axioms AxialMultipoleTruncation.penetrating_error_diverges
#print axioms AxialMultipoleTruncation.penetrating_strictMono_iff
#print axioms AxialMultipoleTruncation.dipole_helps_shallow_penetration
```

```
'AxialMultipoleTruncation.separated_error_vanishes' depends on axioms: [propext, Classical.choice, Quot.sound]
'AxialMultipoleTruncation.penetrating_error_diverges' depends on axioms: [propext, Classical.choice, Quot.sound]
'AxialMultipoleTruncation.penetrating_strictMono_iff' depends on axioms: [propext, Classical.choice, Quot.sound]
'AxialMultipoleTruncation.dipole_helps_shallow_penetration' depends on axioms: [propext, Classical.choice, Quot.sound]
```

## From the remainder to the growth criterion

`multipole_remainder` is the induction above: `base` is the monopole identity, and `linear_combination` adds $x^{n+1}$ times it to the induction hypothesis. `abs_multipole_remainder` takes absolute values. `separated_error_vanishes` then identifies the two potentials, compares consecutive powers and uses the limit $x^{L+1}\to0$.

In `penetrating_error`, `hn` records the sign change between $1/(R-d)$ and $1/(d-R)$, and `key` combines it with the remainder. `next_multipole_worsens_iff` cancels the common denominator, passes to squares with `sq_lt_sq`, and reads the sign from the factorisation `hid`.

For `penetrating_error_diverges`, $x^{L+1}>4$ already suffices for growth at the next order, and the error formula gives the unbounded limit. `penetrating_strictMono_iff` takes $L=0$ in one direction; in the other it multiplies $x+x^2$ by $x^L\ge1$. Finally, `dipole_helps_shallow_penetration` confirms the first drop in your example, from 4 to 2.8, by comparing the squared numerators.
